# Closed two-state paths on \(P\) slices, with weight \(a/P\) per kink, sum to \((1+a/P)^P+(1-a/P)^P\), which tends to \(2\cosh a\)

**Q.** I have a two-level system that tunnels between its states, with Hamiltonian \(H=-\Gamma\sigma_x\) at inverse temperature \(\beta\). Set \(a=\beta\Gamma\). I list all closed imaginary-time paths on \(P=4\) slices, give each change of state the factor \(a/P\), and add up. At \(a=2\) I get 5.125, but the partition function is \(2\cosh 2\approx 7.524\). With only the continuous-time value to compare with, I can't tell whether my enumeration is wrong or the ring is too short.

**A.** The ring is too short. The sum on \(P\) slices is

\[
Z_P(a)=\left(1+\frac aP\right)^P+\left(1-\frac aP\right)^P ,
\]

and at \(P=4\), \(a=2\) this is \(1.5^4+0.5^4=5.125\). Your enumeration is right.

**Q.** Derive it for me without multiplying transfer matrices.

**A.** Label the slices \(i=0,\dots,P-1\) modulo \(P\), and the states \(s_i\in\{0,1\}\) modulo 2. Let \(K\) be the set of slices with \(s_i\ne s_{i+1}\), the kinks, and let \(k=|K|\). Write \(\chi_K(i)=1\) if \(i\in K\) and 0 otherwise. Then

\[
s_{i+1}=s_i+\chi_K(i)\pmod 2 .
\]

Sum this over the ring. Both sides contain the same \(\sum_i s_i\), so \(k\equiv 0\pmod 2\): the number of kinks is even. Iterating from slice 0 gives

\[
s_n=s_0+\sum_{j<n}\chi_K(j)\pmod 2 ,
\]

so \(s_0\) and \(K\) fix the path. Conversely, take any \(s_0\) and any \(K\) of even size and define \(s_n\) by this formula. After \(P\) steps the state is \(s_0+k=s_0\), so the path closes. There are therefore \(2\binom Pk\) paths with \(k\) kinks for even \(k\), and none for odd \(k\). Since \(1+(-1)^k\) is 2 or 0 in the same two cases,

\[
Z_P(a)=\sum_{k=0}^{P}\bigl[1+(-1)^k\bigr]\binom Pk\left(\frac aP\right)^k=\left(1+\frac aP\right)^P+\left(1-\frac aP\right)^P .
\]

As \(P\to\infty\) the two terms tend to \(e^{a}\) and \(e^{-a}\), which add to \(2\cosh a\).

**Q.** And the separate orders of the kink expansion?

**A.** For fixed \(k\),

\[
\binom P{k+1}\left(\frac aP\right)^{k+1}=\binom Pk\left(\frac aP\right)^k\left(1-\frac kP\right)\frac a{k+1}.
\]

The case \(k=0\) is 1, so by induction \(\binom Pk(a/P)^k\to a^k/k!\). With two starting states, an even sector tends to \(2a^k/k!\). In physical terms, \(a^k/k!=\Gamma^k\beta^k/k!\) is \(\Gamma^k\) times the volume of ordered kink times in \([0,\beta]\).

**Q.** Now the formal version. What is a path there, and what is a kink?

**A.** A path is a function `s : ZMod P → ZMod 2`. In `ZMod P` the slice after the last one is slice 0, so closure is built into the type. The states are 0 and 1 where you may be used to spins \(\pm1\); addition modulo 2 then describes a flip.

In Lean 4 with Mathlib:

```lean
import Mathlib

open Filter Topology

namespace KinkExpansion

noncomputable section

variable {P : ℕ} [NeZero P]

/-- The kinks of a closed two-state path on `P` cyclic time slices: the slices after which
the state changes. -/
def kinkSet (s : ZMod P → ZMod 2) : Finset (ZMod P) :=
  Finset.univ.filter (fun i => s i ≠ s (i + 1))
```

A kink at `i` belongs to the link from `i` to `i + 1`. The condition `[NeZero P]` says \(P\ge1\).

**Q.** Do such links make sense on a ring of one or two slices?

**A.** Yes. For \(P=1\) the only slice is its own neighbour, so there are no kinks; the two paths have weight 1 each, and the formula gives \((1+a)+(1-a)=2\). For \(P=2\) the links from 0 to 1 and from 1 to 0 count separately. The two alternating paths have two kinks each, and the total is \(2+2(a/2)^2=2+a^2/2\), again as in the formula.

**Q.** And the weights?

**A.** They are finite sums over paths, first for a fixed number of kinks and then for all paths:

```lean
/-- The total weight of all closed two-state paths with exactly `k` kinks, each kink
carrying the factor `a / P`, for `P ≥ 1` time slices. -/
def sectorWeight (P : ℕ) [NeZero P] (k : ℕ) (a : ℝ) : ℝ :=
  ∑ s ∈ Finset.univ.filter (fun s : ZMod P → ZMod 2 => (kinkSet s).card = k),
    (a / P) ^ (kinkSet s).card

/-- The discretised path sum: all closed two-state paths on `P ≥ 1` time slices, each kink
carrying the factor `a / P`. -/
def pathSum (P : ℕ) [NeZero P] (a : ℝ) : ℝ :=
  ∑ s : ZMod P → ZMod 2, (a / P) ^ (kinkSet s).card
```

There are three final statements. `pathSum_eq` gives the closed formula for every real \(a\) and every \(P\ge1\). `pathSum_tendsto` gives the limit \(2\cosh a\), with the ring size written as `n + 1` so that it is never zero. `sectorWeight_tendsto` gives the limit \(2a^k/k!\) for even \(k\).

**Q.** I see no Hamiltonian. Where is my tunnelling system?

**A.** It enters through the factor \(a/P\), which is put in by definition. To first order, \(e^{-\beta H/P}\approx 1+(a/P)\sigma_x\), with matrix element 1 for staying and \(a/P\) for flipping. Identifying the path sum with the trace of a product of these short-time factors is the step you supply. The linearisation also accounts for your discrepancy: the full short-time operator has elements \(\cosh(a/P)\) and \(\sinh(a/P)\), and the trace of its \(P\)-th power is \(2\cosh a\) at every \(P\).

The result describes the discretisation error and the kink orders of the path sum with these linearised weights, for a single two-level system with no bias and no environment. A simulation that uses the cosh and sinh elements instead has no discretisation error for this system. A bias would give a path a weight that depends on how long it spends in each state, and counting kinks would no longer be enough.

**Q.** Take me through the proof.

**A.** It begins with the rule for one time step. A check of all pairs in `ZMod 2` shows that two different states differ by 1.

```lean
/-- From one time slice to the next the state flips at a kink and stays the same otherwise. -/
theorem step (s : ZMod P → ZMod 2) (i : ZMod P) :
    s (i + 1) = s i + if i ∈ kinkSet s then 1 else 0 := by
  have h : ∀ x y : ZMod 2, x ≠ y → y = x + 1 := by decide
  split_ifs with hk
  · exact h _ _ (by simpa [kinkSet] using hk)
  · have h' : s i = s (i + 1) := by simpa [kinkSet] using hk
    rw [add_zero]
    exact h'.symm
```

Parity comes from summing that rule around the ring. `Equiv.sum_comp` says that shifting every slice by one leaves the sum unchanged, so the number of kinks is zero modulo 2.

```lean
/-- A closed two-state path has an even number of kinks. -/
theorem even_kinks (s : ZMod P → ZMod 2) : Even (kinkSet s).card := by
  -- summing the steps around the ring gives zero modulo two
  have h : ∑ i, s (i + 1) = ∑ i, s i := Equiv.sum_comp (Equiv.addRight (1 : ZMod P)) s
  have h2 : ∑ i, s (i + 1) = ∑ i, s i + ((kinkSet s).card : ZMod 2) := by
    calc ∑ i, s (i + 1) = ∑ i, (s i + if i ∈ kinkSet s then 1 else 0) :=
          Finset.sum_congr rfl (fun i _ => step s i)
      _ = _ := by simp [Finset.sum_add_distrib]
  rw [h] at h2
  have h3 : ((kinkSet s).card : ZMod 2) = 0 := by linear_combination (-1 : ZMod 2) * h2
  exact even_iff_two_dvd.2 ((CharP.cast_eq_zero_iff (ZMod 2) 2 _).1 h3)
```

Next, two paths with the same initial state and the same kinks agree, by induction on the number of steps from slice 0.

```lean
/-- A closed two-state path is determined by its initial state and its kinks. -/
theorem path_ext {s t : ZMod P → ZMod 2} (h0 : s 0 = t 0) (hK : kinkSet s = kinkSet t) :
    s = t := by
  have h : ∀ n : ℕ, s (n : ZMod P) = t (n : ZMod P) := by
    intro n
    induction n with
    | zero => simpa using h0
    | succ n ih => rw [Nat.cast_succ, step s, step t, ih, hK]
  funext i
  simpa only [ZMod.natCast_zmod_val] using h i.val
```

**Q.** The converse needs the path to close. Where is that checked?

**A.** In `hP`. The function `g n` is the prescribed initial state `b` plus the number of kinks passed in `n` steps, modulo 2. `hsum` identifies the count over `P` steps with the count over the ring, and evenness gives `g P = b`. The step rule `hs` then has two cases: an ordinary step, and the step from the last slice back to slice 0, which uses `hP`.

```lean
/-- Any set of time slices with an even number of elements is the kink set of a closed two-state
path with any prescribed initial state. -/
theorem exists_path (b : ZMod 2) (K : Finset (ZMod P)) (hK : Even K.card) :
    ∃ s : ZMod P → ZMod 2, s 0 = b ∧ kinkSet s = K := by
  -- `g n` is the state after `n` steps, counting the kinks passed so far
  obtain ⟨g, hg⟩ : ∃ g : ℕ → ZMod 2, ∀ n, g n =
      b + ∑ j ∈ Finset.range n, if (j : ZMod P) ∈ K then 1 else 0 := ⟨_, fun _ => rfl⟩
  have hcard : (K.card : ZMod 2) = 0 :=
    (CharP.cast_eq_zero_iff (ZMod 2) 2 _).2 (even_iff_two_dvd.1 hK)
  have hsum : ∑ j ∈ Finset.range P, (if (j : ZMod P) ∈ K then (1 : ZMod 2) else 0) =
      ∑ i : ZMod P, if i ∈ K then (1 : ZMod 2) else 0 :=
    Finset.sum_nbij' (fun j => (j : ZMod P)) (fun i => i.val)
      (fun _ _ => Finset.mem_univ _)
      (fun i _ => Finset.mem_range.2 (ZMod.val_lt i))
      (fun j hj => by
        rw [ZMod.val_natCast, Nat.mod_eq_of_lt (Finset.mem_range.1 hj)])
      (fun i _ => ZMod.natCast_zmod_val i)
      (fun _ _ => rfl)
  -- the path closes because the number of kinks is even
  have hP : g P = b := by
    rw [hg, hsum]
    simp [hcard]
  have hs : ∀ i : ZMod P, g (i + 1).val = g i.val + if i ∈ K then 1 else 0 := by
    intro i
    have h1 : g (i.val + 1) = g i.val + if i ∈ K then 1 else 0 := by
      rw [hg, hg, Finset.sum_range_succ, ZMod.natCast_zmod_val, add_assoc]
    have h2 : (i + 1).val = (i.val + 1) % P := by
      rw [← ZMod.val_natCast, Nat.cast_succ, ZMod.natCast_zmod_val]
    have h3 : i.val < P := ZMod.val_lt i
    rcases Nat.lt_or_ge (i.val + 1) P with h | h
    · rw [h2, Nat.mod_eq_of_lt h, h1]
    · have h4 : i.val + 1 = P := by omega
      rw [← h1, h2, h4, Nat.mod_self, hP, hg]
      simp
  refine ⟨fun i => g i.val, by simp [hg], ?_⟩
  ext i
  simp only [kinkSet, Finset.mem_filter, Finset.mem_univ, true_and, hs]
  by_cases h : i ∈ K <;> simp [h]
```

Together these give the count. For even `k`, `Finset.card_bij` matches each path with the pair `(s 0, kinkSet s)`: `path_ext` shows that no pair is hit twice, and `exists_path` that every pair is hit. For odd `k`, parity leaves no paths.

```lean
/-- The number of closed two-state paths with `k` kinks on `P ≥ 1` time slices is twice the binomial
coefficient `P` over `k` for even `k`, and zero for odd `k`. -/
theorem card_paths (k : ℕ) :
    (Finset.univ.filter (fun s : ZMod P → ZMod 2 => (kinkSet s).card = k)).card =
      if Even k then 2 * P.choose k else 0 := by
  split_ifs with hk
  · -- a path corresponds to its initial state together with its kink set
    have h : (Finset.univ.filter (fun s : ZMod P → ZMod 2 => (kinkSet s).card = k)).card =
        ((Finset.univ : Finset (ZMod 2)) ×ˢ
          Finset.powersetCard k (Finset.univ : Finset (ZMod P))).card := by
      apply Finset.card_bij (fun s _ => (s 0, kinkSet s))
      · intro s hs
        simpa [Finset.mem_powersetCard] using hs
      · intro s _ t _ h
        exact path_ext (congrArg Prod.fst h) (congrArg Prod.snd h)
      · rintro ⟨b, K⟩ h
        have hc : K.card = k := by simpa [Finset.mem_powersetCard] using h
        obtain ⟨s, h0, hs⟩ := exists_path b K (by rwa [hc])
        exact ⟨s, by simp [hs, hc], by simp [h0, hs]⟩
    rw [h, Finset.card_product, Finset.card_powersetCard]
    simp [ZMod.card]
  · rw [Finset.card_eq_zero, Finset.filter_eq_empty_iff]
    intro s _ h
    exact hk (h ▸ even_kinks s)
```

All paths in a sector have the same weight, so the sector weight is the count times \((a/P)^k\).

```lean
/-- On `P ≥ 1` time slices the weight of the `k`-kink sector is `(a / P) ^ k` times twice the
binomial coefficient `P` over `k` for even `k`, and zero for odd `k`. -/
theorem sectorWeight_eq (k : ℕ) (a : ℝ) :
    sectorWeight P k a = (if Even k then 2 * (P.choose k : ℝ) else 0) * (a / P) ^ k := by
  have h : sectorWeight P k a =
      ∑ s ∈ Finset.univ.filter (fun s : ZMod P → ZMod 2 => (kinkSet s).card = k),
        (a / P) ^ k :=
    Finset.sum_congr rfl (fun s hs => by rw [(Finset.mem_filter.1 hs).2])
  rw [h, Finset.sum_const, card_paths, nsmul_eq_mul]
  split_ifs <;> simp
```

The total is then sorted by kink number, from 0 to \(P\). Both powers are expanded with `add_pow` and compared term by term: even terms double and odd terms cancel.

```lean
/-- The path sum on `P ≥ 1` time slices equals `(1 + a/P)^P + (1 - a/P)^P`. -/
theorem pathSum_eq (a : ℝ) : pathSum P a = (1 + a / P) ^ P + (1 - a / P) ^ P := by
  -- sort the paths by their number of kinks
  have hmaps : ∀ s ∈ (Finset.univ : Finset (ZMod P → ZMod 2)),
      (kinkSet s).card ∈ Finset.range (P + 1) := fun s _ =>
    Finset.mem_range.2 (Nat.lt_succ_of_le
      (by simpa [ZMod.card] using Finset.card_le_univ (kinkSet s)))
  have h : pathSum P a = ∑ k ∈ Finset.range (P + 1), sectorWeight P k a :=
    (Finset.sum_fiberwise_of_maps_to hmaps _).symm
  -- odd orders cancel between the two binomial expansions
  rw [h, add_comm 1 (a / (P : ℝ)), show 1 - a / (P : ℝ) = -(a / P) + 1 by ring,
    add_pow, add_pow, ← Finset.sum_add_distrib]
  refine Finset.sum_congr rfl (fun k _ => ?_)
  rw [sectorWeight_eq]
  split_ifs with hk
  · rw [hk.neg_pow]
    simp only [one_pow]
    ring
  · rw [(Nat.not_even_iff_odd.1 hk).neg_pow]
    ring
```

**Q.** Is the limit \(2\cosh a\) obtained by adding up the sector limits?

**A.** No, and convergence of each sector alone would not justify exchanging the limit with the sum over \(k\). The proof takes the closed formula and applies the exponential limit at \(a\) and at \(-a\).

```lean
/-- In the limit of infinitely many time slices the path sum tends to `2 cosh a`. -/
theorem pathSum_tendsto (a : ℝ) :
    Tendsto (fun n : ℕ => pathSum (n + 1) a) atTop (𝓝 (2 * Real.cosh a)) := by
  have h := ((Real.tendsto_one_add_div_pow_exp a).add
    (Real.tendsto_one_add_div_pow_exp (-a))).comp (tendsto_add_atTop_nat 1)
  have h3 : Real.exp a + Real.exp (-a) = 2 * Real.cosh a := by
    rw [Real.cosh_eq]
    ring
  rw [← h3]
  refine h.congr (fun n => ?_)
  rw [pathSum_eq]
  simp only [Function.comp_apply, neg_div, ← sub_eq_add_neg]
```

The sector limits have their own induction, using the recursion I gave you. In this lemma `n` is the number of slices itself. The recursion is used for `n` at least `k + 1`, which is enough for a limit.

```lean
/-- Placing `k` kinks on `n` time slices with weight `a / n` each gives `a ^ k / k!` in the
limit of large `n`. -/
theorem choose_tendsto (a : ℝ) (k : ℕ) :
    Tendsto (fun n : ℕ => (n.choose k : ℝ) * (a / n) ^ k) atTop
      (𝓝 (a ^ k / k.factorial)) := by
  induction k with
  | zero => simp
  | succ k ih =>
    have h1 : Tendsto (fun n : ℕ => 1 - (k : ℝ) / n) atTop (𝓝 (1 - 0)) :=
      tendsto_const_nhds.sub (tendsto_const_div_atTop_nhds_zero_nat (k : ℝ))
    have h2 := (ih.mul h1).mul_const (a / ((k : ℝ) + 1))
    have h3 : a ^ k / (k.factorial : ℝ) * (1 - 0) * (a / ((k : ℝ) + 1)) =
        a ^ (k + 1) / ((k + 1).factorial : ℝ) := by
      rw [Nat.factorial_succ, Nat.cast_mul, Nat.cast_succ, sub_zero, mul_one,
        div_mul_div_comm, pow_succ, mul_comm (k.factorial : ℝ)]
    rw [h3] at h2
    refine h2.congr' ?_
    filter_upwards [eventually_ge_atTop (k + 1)] with n hn
    have hn0 : (n : ℝ) ≠ 0 := by
      have : n ≠ 0 := by omega
      exact_mod_cast this
    have hk0 : (k : ℝ) + 1 ≠ 0 := by positivity
    -- the next kink has `n - k` free slices, and each set of `k + 1` kinks arises `k + 1` times
    have hc : (n.choose (k + 1) : ℝ) = n.choose k * ((n : ℝ) - k) / (k + 1) := by
      rw [eq_div_iff hk0, ← Nat.cast_sub (by omega : k ≤ n)]
      exact_mod_cast Nat.choose_succ_right_eq n k
    rw [hc, pow_succ, show 1 - (k : ℝ) / n = (n - k) / n by rw [sub_div, div_self hn0]]
    ring
```

The last theorem doubles this limit for the two initial states and moves to rings of `n + 1` slices.

```lean
/-- For even `k` the weight of the `k`-kink sector tends to `2 a ^ k / k!` in the limit of
infinitely many time slices. -/
theorem sectorWeight_tendsto (a : ℝ) {k : ℕ} (hk : Even k) :
    Tendsto (fun n : ℕ => sectorWeight (n + 1) k a) atTop
      (𝓝 (2 * (a ^ k / k.factorial))) := by
  have h := ((choose_tendsto a k).const_mul 2).comp (tendsto_add_atTop_nat 1)
  refine h.congr (fun n => ?_)
  rw [sectorWeight_eq, if_pos hk]
  simp only [Function.comp_apply, mul_assoc]

end

end KinkExpansion
```

```lean
#print axioms KinkExpansion.pathSum_tendsto
-- 'KinkExpansion.pathSum_tendsto' depends on axioms: [propext, Classical.choice, Quot.sound]
#print axioms KinkExpansion.sectorWeight_tendsto
-- 'KinkExpansion.sectorWeight_tendsto' depends on axioms: [propext, Classical.choice, Quot.sound]
```

**Q.** Why does that one ask for even \(k\)? The expression \(2a^k/k!\) makes sense for odd \(k\) too.

**A.** It does, but it would be the wrong limit. Take \(k=1\) and \(a\neq0\). A closed path can't change state exactly once, so the sector weight is 0 on every ring, whereas \(2a^k/k!=2a\) is not zero.
